# With a positive definite interaction, every Hartree minimiser has a density invariant under the model's site symmetries

Take electrons on finitely many sites, with one-body matrix h and a real interaction matrix v. If both commute with a site permutation P, and x·vx > 0 for every real x ≠ 0, then every minimiser R of the Hartree energy

E(R) = Re tr(hR) + ½ n·vn

at fixed particle number N satisfies

P n = n.

Here R is the one-particle density matrix, with occupations between 0 and 1, and n is its real diagonal, the site density. In a symmetric double well with repulsion U within each well and interaction W between the wells, |W| < U, each well therefore holds exactly half the particles. Hartree repulsion of this kind does not polarise the well spontaneously.

## Mirror symmetry in Schrödinger–Poisson solvers

A solver for a symmetric double quantum well may compute only half the device, or average the density with its mirror image after each iteration. Both shortcuts assume that the density sought is symmetric. For a finite discretised Hartree model whose matrices satisfy the conditions above, that assumption holds for every energy minimiser. A lopsided density therefore means that the calculation has not minimised this energy over all states with occupations between 0 and 1, or that one of the conditions fails, for instance because the mesh, boundary conditions or material parameters break the symmetry.

## Averaging two minimisers

Let R and S be two admissible states with densities n and m, and write d = n − m. Their equal mixture (R + S)/2 is also admissible, because the occupation bounds and the trace survive averaging. The one-body energy is linear in the state. For the interaction, expanding the products gives

½ ((n + m)/2)·v((n + m)/2) = ½ (½ n·vn + ½ m·vm) − ⅛ d·vd,

and therefore

E((R + S)/2) = ½ (E(R) + E(S)) − ⅛ d·vd.

If R and S are both minimisers and d ≠ 0, the mixture lies below the minimum, which is impossible. All minimisers thus share one density.

Now let σ be the permutation behind P, with (Px)ᵢ = x_σ(i). Comparing entries of hP = Ph gives h_σ(i)σ(j) = hᵢⱼ, and likewise for v. Relabel a minimiser by R′ᵢⱼ = R_σ(i)σ(j). Then

tr(hR′) = Σᵢⱼ hᵢⱼ R_σ(j)σ(i) = Σᵢⱼ h_σ(i)σ(j) R_σ(j)σ(i) = tr(hR),

since σ only reorders the sum. The interaction energy is unchanged for the same reason. Relabelling also preserves the eigenvalues and the trace of R, so R′ is admissible and is a minimiser too. Its density is Pn, and uniqueness gives Pn = n.

For the double well, v has diagonal entries U and off-diagonal entries W, so

x·vx = U(x₀² + x₁²) + 2W x₀x₁.

For W ≥ 0 this equals W(x₀ + x₁)² + (U − W)(x₀² + x₁²). For W ≤ 0 it equals −W(x₀ − x₁)² + (U + W)(x₀² + x₁²). Both are positive for x ≠ 0 when |W| < U. Exchanging the wells gives n₀ = n₁, and n₀ + n₁ = N gives N/2 each.

## The Lean source

```lean
import Mathlib

open Matrix
open scoped ComplexOrder

namespace HartreeSymmetry

noncomputable section

variable {n : Type*} [Fintype n] [DecidableEq n]

/-- The site density: the real diagonal of the one-particle density matrix. -/
def density (R : Matrix n n ℂ) : n → ℝ := fun i => (R i i).re

/-- The Hartree energy: the real part of `tr (h R)` plus half the interaction energy of the
density with itself. -/
def energy (h : Matrix n n ℂ) (v : Matrix n n ℝ) (R : Matrix n n ℂ) : ℝ :=
  (h * R).trace.re + (density R ⬝ᵥ v *ᵥ density R) / 2

/-- Density matrices with occupations between zero and one and particle number `N`. -/
def Admissible (N : ℝ) (R : Matrix n n ℂ) : Prop :=
  R.PosSemidef ∧ (1 - R).PosSemidef ∧ R.trace = (N : ℂ)

/-- `R` minimises the Hartree energy among all admissible density matrices. -/
def IsGroundState (h : Matrix n n ℂ) (v : Matrix n n ℝ) (N : ℝ) (R : Matrix n n ℂ) : Prop :=
  Admissible N R ∧ ∀ S, Admissible N S → energy h v R ≤ energy h v S

/-- The permutation matrix that replaces the value at site `i` by the value at site `σ i`. -/
def sitePerm (𝕜 : Type*) [Semiring 𝕜] (σ : Equiv.Perm n) : Matrix n n 𝕜 :=
  Matrix.of fun i j => if σ i = j then 1 else 0

omit [DecidableEq n] in
/-- For a Hermitian Hamiltonian and a Hermitian density matrix, `tr (h R)` is real. -/
theorem trace_real {h R : Matrix n n ℂ} (hh : h.IsHermitian) (hR : R.IsHermitian) :
    (h * R).trace.im = 0 := by
  have e : star (h * R).trace = (h * R).trace := by
    rw [← Matrix.trace_conjTranspose, Matrix.conjTranspose_mul, hh.eq, hR.eq,
      Matrix.trace_mul_comm]
  exact Complex.conj_eq_iff_im.mp e

/-- A matrix that commutes with a site permutation has the same entries after relabelling. -/
theorem entry_of_commute {𝕜 : Type*} [Semiring 𝕜] {σ : Equiv.Perm n} {A : Matrix n n 𝕜}
    (hA : A * sitePerm 𝕜 σ = sitePerm 𝕜 σ * A) (i j : n) : A (σ i) (σ j) = A i j := by
  have e := congrFun (congrFun hA i) (σ j)
  simpa [sitePerm, Matrix.mul_apply] using e.symm

omit [DecidableEq n] in
/-- The energy of an equal mixture is the mean energy minus one eighth of the interaction
form evaluated on the density difference. -/
theorem energy_midpoint (h : Matrix n n ℂ) (v : Matrix n n ℝ) (R S : Matrix n n ℂ) :
    energy h v ((1 / 2 : ℝ) • (R + S)) = (energy h v R + energy h v S) / 2
      - ((density R - density S) ⬝ᵥ v *ᵥ (density R - density S)) / 8 := by
  have hd : density ((1 / 2 : ℝ) • (R + S)) = (1 / 2 : ℝ) • (density R + density S) := by
    ext i
    simp only [density, Matrix.smul_apply, Matrix.add_apply, Pi.smul_apply, Pi.add_apply,
      Complex.smul_re, Complex.add_re]
  have ht : (h * ((1 / 2 : ℝ) • (R + S))).trace.re
      = (1 / 2 : ℝ) * ((h * R).trace.re + (h * S).trace.re) := by
    rw [Matrix.mul_smul, Matrix.mul_add, Matrix.trace_smul, Matrix.trace_add,
      Complex.smul_re, Complex.add_re, smul_eq_mul]
  unfold energy
  rw [hd, ht]
  simp only [Matrix.mulVec_add, Matrix.mulVec_sub, Matrix.mulVec_smul, add_dotProduct,
    dotProduct_add, sub_dotProduct, dotProduct_sub, smul_dotProduct, dotProduct_smul,
    smul_eq_mul]
  ring

/-- For an interaction with strictly positive quadratic form, all Hartree minimisers with the
same particle number have the same density. -/
theorem density_unique {h : Matrix n n ℂ} {v : Matrix n n ℝ} {N : ℝ} {R S : Matrix n n ℂ}
    (hv : ∀ x : n → ℝ, x ≠ 0 → 0 < x ⬝ᵥ v *ᵥ x)
    (hR : IsGroundState h v N R) (hS : IsGroundState h v N S) : density R = density S := by
  by_contra hne
  have hpos := hv _ (sub_ne_zero.mpr hne)
  have half : (0 : ℝ) ≤ 1 / 2 := by norm_num
  -- the equal mixture is admissible
  have hM : Admissible N ((1 / 2 : ℝ) • (R + S)) := by
    refine ⟨(hR.1.1.add hS.1.1).smul half, ?_, ?_⟩
    · have e : 1 - (1 / 2 : ℝ) • (R + S) = (1 / 2 : ℝ) • ((1 - R) + (1 - S)) := by module
      rw [e]
      exact (hR.1.2.1.add hS.1.2.1).smul half
    · rw [Matrix.trace_smul, Matrix.trace_add, hR.1.2.2, hS.1.2.2, Complex.real_smul]
      push_cast
      ring
  -- and would lie below both minimisers
  have h1 := hR.2 _ hM
  have h2 := hS.2 _ hM
  rw [energy_midpoint] at h1 h2
  linarith

/-- If `h` and `v` commute with a site permutation, relabelling the sites of a Hartree
minimiser by it gives a Hartree minimiser. -/
theorem relabel_groundState {h : Matrix n n ℂ} {v : Matrix n n ℝ} {N : ℝ} {R : Matrix n n ℂ}
    {σ : Equiv.Perm n} (hh : h * sitePerm ℂ σ = sitePerm ℂ σ * h)
    (hv : v * sitePerm ℝ σ = sitePerm ℝ σ * v) (hR : IsGroundState h v N R) :
    IsGroundState h v N (R.submatrix σ σ) := by
  have ht : (h * R.submatrix σ σ).trace = (h * R).trace := by
    simp only [Matrix.trace, Matrix.diag_apply, Matrix.mul_apply, Matrix.submatrix_apply]
    refine Eq.trans ?_ (Equiv.sum_comp σ (fun i => ∑ j, h i j * R j i))
    refine Finset.sum_congr rfl fun i _ => ?_
    refine Eq.trans ?_ (Equiv.sum_comp σ (fun j => h (σ i) j * R j (σ i)))
    simp only [entry_of_commute hh]
  have hq : density (R.submatrix σ σ) ⬝ᵥ v *ᵥ density (R.submatrix σ σ)
      = density R ⬝ᵥ v *ᵥ density R := by
    simp only [dotProduct, Matrix.mulVec, density, Matrix.submatrix_apply]
    refine Eq.trans ?_ (Equiv.sum_comp σ (fun i => (R i i).re * ∑ j, v i j * (R j j).re))
    refine Finset.sum_congr rfl fun i _ => congrArg _ ?_
    refine Eq.trans ?_ (Equiv.sum_comp σ (fun j => v (σ i) j * (R j j).re))
    simp only [entry_of_commute hv]
  refine ⟨⟨hR.1.1.submatrix σ, ?_, ?_⟩, fun S hS => ?_⟩
  · have e := hR.1.2.1.submatrix σ
    rwa [Matrix.submatrix_sub, Pi.sub_apply, Pi.sub_apply, Matrix.submatrix_one_equiv] at e
  · rw [← hR.1.2.2]
    exact Equiv.sum_comp σ (fun i => R i i)
  · have e : energy h v (R.submatrix σ σ) = energy h v R := by
      unfold energy
      rw [ht, hq]
    rw [e]
    exact hR.2 S hS

/-- If `h` and `v` commute with a site permutation and `v` has a strictly positive quadratic
form, the density of every Hartree minimiser is invariant under that permutation. -/
theorem density_symmetric {h : Matrix n n ℂ} {v : Matrix n n ℝ} {N : ℝ} {R : Matrix n n ℂ}
    {σ : Equiv.Perm n} (hh : h * sitePerm ℂ σ = sitePerm ℂ σ * h)
    (hv : v * sitePerm ℝ σ = sitePerm ℝ σ * v)
    (hpos : ∀ x : n → ℝ, x ≠ 0 → 0 < x ⬝ᵥ v *ᵥ x) (hR : IsGroundState h v N R) :
    sitePerm ℝ σ *ᵥ density R = density R := by
  have e := density_unique hpos (relabel_groundState hh hv hR) hR
  ext i
  have ei : density R (σ i) = density R i := congrFun e i
  simpa [sitePerm, Matrix.mulVec, dotProduct] using ei

/-- Two equal wells with level `ε` and tunnelling amplitude `t`. -/
def wellH (ε t : ℝ) : Matrix (Fin 2) (Fin 2) ℂ := !![(ε : ℂ), -(t : ℂ); -(t : ℂ), (ε : ℂ)]

/-- Interaction `U` within each well and `W` between the wells. -/
def wellV (U W : ℝ) : Matrix (Fin 2) (Fin 2) ℝ := !![U, W; W, U]

/-- The interaction form of the double well, written out in the two site values. -/
theorem wellV_form (U W : ℝ) (x : Fin 2 → ℝ) :
    x ⬝ᵥ wellV U W *ᵥ x = U * (x 0 ^ 2 + x 1 ^ 2) + 2 * W * x 0 * x 1 := by
  simp [wellV, Matrix.mulVec, dotProduct, Fin.sum_univ_two]
  ring

/-- In a symmetric double well with `|W| < U`, every Hartree minimiser with particle number
`N` puts exactly `N / 2` in each well. -/
theorem double_well {ε t U W N : ℝ} (hW : |W| < U) {R : Matrix (Fin 2) (Fin 2) ℂ}
    (hR : IsGroundState (wellH ε t) (wellV U W) N R) :
    density R 0 = N / 2 ∧ density R 1 = N / 2 := by
  obtain ⟨hW1, hW2⟩ := abs_lt.mp hW
  have hpos : ∀ x : Fin 2 → ℝ, x ≠ 0 → 0 < x ⬝ᵥ wellV U W *ᵥ x := by
    intro x hx
    have hs : 0 < x 0 ^ 2 + x 1 ^ 2 := by
      rcases eq_or_ne (x 0) 0 with h0 | h0
      · have h1 : x 1 ≠ 0 := fun h1 => hx (funext (Fin.forall_fin_two.mpr ⟨h0, h1⟩))
        positivity
      · positivity
    rw [wellV_form]
    rcases le_total 0 W with h | h
    · nlinarith [mul_nonneg h (sq_nonneg (x 0 + x 1)), mul_pos (sub_pos.mpr hW2) hs]
    · nlinarith [mul_nonneg (neg_nonneg.mpr h) (sq_nonneg (x 0 - x 1)),
        mul_pos (show 0 < U + W by linarith) hs]
  have hs := density_symmetric (σ := Equiv.swap 0 1)
    (by ext i j; fin_cases i <;> fin_cases j <;>
          simp [wellH, sitePerm, Matrix.mul_apply, Fin.sum_univ_two])
    (by ext i j; fin_cases i <;> fin_cases j <;>
          simp [wellV, sitePerm, Matrix.mul_apply, Fin.sum_univ_two]) hpos hR
  have h01 : density R 1 = density R 0 := by
    simpa [sitePerm, Matrix.mulVec, dotProduct] using congrFun hs 0
  have hN : density R 0 + density R 1 = N := by
    simpa [Matrix.trace_fin_two, density] using congrArg Complex.re hR.1.2.2
  constructor <;> linarith

/-- For `0 ≤ N ≤ 1`, `0 ≤ t` and `W ≤ U`, the density matrix with all four entries `N / 2`
is a Hartree minimiser of the double well. -/
theorem double_well_witness {ε t U W N : ℝ} (ht : 0 ≤ t) (hW : W ≤ U) (h0 : 0 ≤ N)
    (h1 : N ≤ 1) :
    IsGroundState (wellH ε t) (wellV U W) N ((N / 2 : ℝ) • !![1, 1; 1, 1]) := by
  have hN : 0 ≤ N / 2 := by linarith
  have p1 : (!![1, 1; 1, 1] : Matrix (Fin 2) (Fin 2) ℂ).PosSemidef := by
    convert Matrix.posSemidef_conjTranspose_mul_self
      (!![1, 1; 0, 0] : Matrix (Fin 2) (Fin 2) ℂ) using 1
    ext i j; fin_cases i <;> fin_cases j <;> simp [Matrix.mul_apply, Fin.sum_univ_two]
  have p2 : (!![1, -1; -1, 1] : Matrix (Fin 2) (Fin 2) ℂ).PosSemidef := by
    convert Matrix.posSemidef_conjTranspose_mul_self
      (!![1, -1; 0, 0] : Matrix (Fin 2) (Fin 2) ℂ) using 1
    ext i j; fin_cases i <;> fin_cases j <;> simp [Matrix.mul_apply, Fin.sum_univ_two]
  refine ⟨⟨p1.smul hN, ?_, ?_⟩, fun S hS => ?_⟩
  · convert (p2.smul hN).add (Matrix.PosSemidef.one.smul (sub_nonneg.mpr h1)) using 1
    ext i j; fin_cases i <;> fin_cases j <;> simp <;> ring
  · simp [Matrix.trace_fin_two]
  · have E : ∀ T : Matrix (Fin 2) (Fin 2) ℂ, energy (wellH ε t) (wellV U W) T
        = ε * ((T 0 0).re + (T 1 1).re) - t * ((T 0 1).re + (T 1 0).re)
          + (U * ((T 0 0).re ^ 2 + (T 1 1).re ^ 2) + 2 * W * (T 0 0).re * (T 1 1).re) / 2 := by
      intro T
      unfold energy
      rw [wellV_form]
      simp only [density, Matrix.trace_fin_two, Matrix.mul_apply, Fin.sum_univ_two]
      simp [wellH]
      ring
    have hr : ∀ i j, (((N / 2 : ℝ) • !![1, 1; 1, 1] : Matrix (Fin 2) (Fin 2) ℂ) i j).re
        = N / 2 := by
      intro i j; fin_cases i <;> fin_cases j <;> simp
    have hb : (S 0 0).re + (S 1 1).re = N := by
      simpa [Matrix.trace_fin_two] using congrArg Complex.re hS.2.2
    -- positivity on the antibonding vector bounds the coherence
    have hc : (S 0 1).re + (S 1 0).re ≤ N := by
      have q := (Complex.le_def.mp (hS.1.dotProduct_mulVec_nonneg ![1, -1])).1
      simp [Matrix.mulVec, dotProduct, Fin.sum_univ_two] at q
      linarith
    have hb' : (S 1 1).re = N - (S 0 0).re := by linarith
    rw [E, E, hb']
    simp only [hr]
    nlinarith [mul_nonneg ht (sub_nonneg.mpr hc),
      mul_nonneg (sub_nonneg.mpr hW) (sq_nonneg (2 * (S 0 0).re - N))]

/-- With `U = W = 1` and no one-body term the interaction form is nonnegative, yet the state
with one particle entirely in the first well is a Hartree minimiser. -/
theorem semidefinite_not_enough :
    (∀ x : Fin 2 → ℝ, 0 ≤ x ⬝ᵥ wellV 1 1 *ᵥ x) ∧
    IsGroundState (wellH 0 0) (wellV 1 1) 1 !![1, 0; 0, 0] ∧
    density !![1, 0; 0, 0] = ![1, 0] := by
  have E : ∀ T : Matrix (Fin 2) (Fin 2) ℂ, Admissible 1 T →
      energy (wellH 0 0) (wellV 1 1) T = 1 / 2 := by
    intro T hT
    have hb : (T 0 0).re + (T 1 1).re = 1 := by
      simpa [Matrix.trace_fin_two] using congrArg Complex.re hT.2.2
    have hz : wellH 0 0 = 0 := by
      ext i j; fin_cases i <;> fin_cases j <;> simp [wellH]
    unfold energy
    rw [wellV_form, hz, Matrix.zero_mul, Matrix.trace_zero, Complex.zero_re]
    simp only [density]
    linear_combination ((T 0 0).re + (T 1 1).re + 1) / 2 * hb
  have hA : Admissible 1 (!![1, 0; 0, 0] : Matrix (Fin 2) (Fin 2) ℂ) := by
    refine ⟨?_, ?_, by simp [Matrix.trace_fin_two]⟩
    · convert Matrix.posSemidef_conjTranspose_mul_self
        (!![1, 0; 0, 0] : Matrix (Fin 2) (Fin 2) ℂ) using 1
      ext i j; fin_cases i <;> fin_cases j <;> simp [Matrix.mul_apply, Fin.sum_univ_two]
    · convert Matrix.posSemidef_conjTranspose_mul_self
        (!![0, 0; 0, 1] : Matrix (Fin 2) (Fin 2) ℂ) using 1
      ext i j; fin_cases i <;> fin_cases j <;> simp [Matrix.mul_apply, Fin.sum_univ_two]
  refine ⟨fun x => ?_, ⟨hA, fun S hS => ?_⟩, ?_⟩
  · rw [wellV_form]
    nlinarith [sq_nonneg (x 0 + x 1)]
  · rw [E _ hA, E S hS]
  · ext i; fin_cases i <;> simp [density]

end

end HartreeSymmetry
```

```lean
#print axioms HartreeSymmetry.trace_real
-- 'HartreeSymmetry.trace_real' depends on axioms: [propext, Classical.choice, Quot.sound]
#print axioms HartreeSymmetry.density_symmetric
-- 'HartreeSymmetry.density_symmetric' depends on axioms: [propext, Classical.choice, Quot.sound]
#print axioms HartreeSymmetry.double_well
-- 'HartreeSymmetry.double_well' depends on axioms: [propext, Classical.choice, Quot.sound]
#print axioms HartreeSymmetry.semidefinite_not_enough
-- 'HartreeSymmetry.semidefinite_not_enough' depends on axioms: [propext, Classical.choice, Quot.sound]
```

## Reading the definitions and the proof

In the code `n` is the type of site labels, and the density is `density R`. `Admissible N R` says that R and 1 − R are positive semidefinite and that the trace is N, which may be any real number. `IsGroundState` means a minimiser of the Hartree energy over these matrices, not a many-electron ground state. `sitePerm` is the 0/1 matrix P.

The main theorem, `density_symmetric`, assumes the two commutation relations and the strictly positive quadratic form, and concludes Pn = n. It needs neither a Hermitian h nor a symmetric v. For the physical case, `trace_real` shows that tr(hR) is real when h and R are Hermitian, so taking the real part in `energy` discards nothing.

`energy_midpoint` is the averaging identity: linearity handles the density and the trace, and `ring` finishes the expansion. `density_unique` checks that the mixture is admissible, compares it with both minimisers, and lets `linarith` find the contradiction. `entry_of_commute` turns commutation into equality of relabelled entries; `relabel_groundState` uses it with `Equiv.sum_comp`, which reorders the sums. `double_well` proves positivity from the two decompositions above and applies the main theorem to the exchange of wells.

## From minimisers to a converged solver

The theorems concern minimisers, while a Schrödinger–Poisson code returns a self-consistent solution. That the converged solution minimises E is the step to be supplied separately.

Existence of a minimiser is proved for one family. `double_well_witness` takes 0 ≤ N ≤ 1, tunnelling amplitude t ≥ 0 and W ≤ U, and shows that the matrix with all entries N/2 is a minimiser. This is the bonding orbital with occupation N. Its proof bounds the coherence S₀₁ + S₁₀ of any competitor S by N, using positivity on the vector (1, −1), so that

E(S) − E(R) = t(N − S₀₁ − S₁₀) + ¼(U − W)(2S₀₀ − N)² ≥ 0,

with real parts of the entries understood.

Strict positivity cannot be relaxed to x·vx ≥ 0. In `semidefinite_not_enough`, U = W = 1, N = 1 and h = 0. Every admissible state then has energy ½, including the one with density (1, 0).

This matters for a Poisson kernel with its uniform mode removed, as in periodic cells, because its quadratic form vanishes on constant vectors. The derivation above still works there if the form is positive on all nonzero d that sum to zero, since two densities with equal N differ by such a d; the Lean theorem assumes positivity on every nonzero vector.

The proof uses fractional occupations: the equal mixture of two different density matrices with occupations 0 and 1 always has some occupation strictly in between. A minimisation restricted to occupations 0 and 1 is therefore not covered. The model has finitely many sites, no explicit spin and no entropy term. Its energy contains no exchange or correlation, and it keeps the Hartree self-interaction. The conclusion constrains the density only and leaves open whether R itself commutes with P.
